Equal overlap matrices and the isometry between the spans

For states expanded in one finite non-orthogonal basis v_i, normalising a state or projecting one state on another can be done without the basis functions as abstract vectors: the overlap matrix S_ij = ⟨v_i|v_j⟩ and the columns of coefficients are enough. Suppose a second family w_i, perhaps represented in a different space, has the same S. The question is whether the two families then have the same geometry, that is, whether a linear map preserving all inner products carries each v_i to w_i. For independent vectors one writes U = Σ_ij |w_i⟩ (S⁻¹)_ij ⟨v_j|, but a redundant basis has a singular S and this formula is unavailable. The map exists all the same.

The claim and its derivation

Let v_i in E and w_i in F be finite families with the same index set, in complex inner-product spaces. Their overlap matrices are equal if and only if exactly one linear isometry U from span(v) onto span(w) has U v_i = w_i for all i.

For a coefficient column c, put A c = Σ_i c_i v_i and B c = Σ_i c_i w_i. Expanding both arguments of the inner product gives

⟨A c | A d⟩ = Σ_i Σ_j c_i* ⟨v_i|v_j⟩ d_j = c† S d.

With d = c this reads ‖A c‖² = c† S c. If w has the same S, then ‖B c‖² = c† S c as well, and non-negative numbers with equal squares are equal:

‖A c‖ = ‖B c‖ for every c.

Every x in span(v) has the form A c, and the natural definition is U(A c) = B c. For dependent vectors c is not fixed by x, so the definition must be checked. If A c = A c′, then

‖B c − B c′‖ = ‖B(c − c′)‖ = ‖A(c − c′)‖ = 0,

so B c = B c′ and U is well defined. It is linear because A and B are, it preserves norms because ‖U(A c)‖ = ‖B c‖ = ‖A c‖, and it is onto because every element of span(w) is some B c. Taking for c the unit column e_i gives A e_i = v_i and B e_i = w_i, hence U v_i = w_i.

A second such map U′ satisfies U′(Σ_i c_i v_i) = Σ_i c_i w_i = U(Σ_i c_i v_i) by linearity, so U′ = U. Conversely, a linear isometry preserves inner products, so

⟨w_i|w_j⟩ = ⟨U v_i|U v_j⟩ = ⟨v_i|v_j⟩.

If both families lie in one finite-dimensional space, U extends to a unitary W on the whole space. The two spans have equal dimension, so their orthogonal complements do too; any isometry U⊥ between the complements gives W = U ⊕ U⊥. In quantum mechanics this says that, in a finite-dimensional state space, one unitary takes a finite list of state vectors to another list whenever all overlaps agree exactly, phases included. For electronic structure it concerns the geometry of a finite basis only: no Hamiltonian enters, and nearly equal overlap matrices are not treated.

The formal development

`E` and `F` are complex inner-product spaces, with neither completeness nor finite dimension assumed. The index type `ι` is finite wherever `[Fintype ι]` appears.

```lean
import Mathlib

open Matrix
open scoped ComplexOrder

namespace OverlapIsometry

noncomputable section

variable {ι E F : Type*}
  [NormedAddCommGroup E] [InnerProductSpace ℂ E]
  [NormedAddCommGroup F] [InnerProductSpace ℂ F]
```

`inner ℂ x y` is conjugate-linear in `x`, as ⟨x|y⟩ is, so `overlap v` is S in the physicist's convention. `lcao v` is the map A, bundled with the proofs that it is additive and homogeneous.

```lean
/-- The overlap (Gram) matrix `S i j = ⟨v i | v j⟩` of a family of vectors. -/
def overlap (v : ι → E) : Matrix ι ι ℂ :=
  Matrix.of fun i j => inner ℂ (v i) (v j)

/-- The linear map taking a coefficient vector `c` to the combination `∑ i, c i • v i`. -/
def lcao [Fintype ι] (v : ι → E) : (ι → ℂ) →ₗ[ℂ] E where
  toFun c := ∑ i, c i • v i
  map_add' c d := by
    simp only [Pi.add_apply, add_smul, Finset.sum_add_distrib]
  map_smul' a c := by
    simp only [Pi.smul_apply, smul_eq_mul, RingHom.id_apply, Finset.smul_sum, smul_smul]
```

`orbitalSpan v` is span(v). U acts on this subspace and not on `E`, so `inSpan v i` pairs v_i with the proof that it lies in the span.

```lean
/-- The subspace spanned by the family `v`. -/
abbrev orbitalSpan (v : ι → E) : Submodule ℂ E :=
  Submodule.span ℂ (Set.range v)

/-- The vector `v i` regarded as an element of the span of the family. -/
def inSpan (v : ι → E) (i : ι) : orbitalSpan v :=
  ⟨v i, Submodule.subset_span ⟨i, rfl⟩⟩
```

`Pi.single i 1` is e_i, and `lcao_single` is A e_i = v_i, obtained by showing that all terms of the sum but one vanish. In `inner_lcao`, `star c ⬝ᵥ (overlap v *ᵥ d)` is c† S d; `sum_inner` and `inner_sum` expand the two sums, and `inner_smul_left` produces the conjugate c_i*.

```lean
/-- The `i`-th unit coefficient vector gives the combination `v i`. -/
theorem lcao_single [Fintype ι] [DecidableEq ι] (v : ι → E) (i : ι) :
    lcao v (Pi.single i 1) = v i := by
  show ∑ j, (Pi.single i (1 : ℂ) : ι → ℂ) j • v j = v i
  rw [Finset.sum_eq_single i]
  · simp
  · intro j _ hj
    simp [hj]
  · simp

/-- The inner product of the combinations with coefficients `c` and `d` is `c† S d`. -/
theorem inner_lcao [Fintype ι] (v : ι → E) (c d : ι → ℂ) :
    inner ℂ (lcao v c) (lcao v d) = star c ⬝ᵥ (overlap v *ᵥ d) := by
  show inner ℂ (∑ i, c i • v i) (∑ j, d j • v j)
    = ∑ i, star (c i) * ∑ j, inner ℂ (v i) (v j) * d j
  rw [sum_inner]
  refine Finset.sum_congr rfl fun i _ => ?_
  rw [inner_smul_left, inner_sum, Finset.mul_sum, Finset.mul_sum]
  refine Finset.sum_congr rfl fun j _ => ?_
  rw [inner_smul_right, starRingEnd_apply]
  ring
```

Two consequences describe S itself, and the later proofs use neither. S is Hermitian because ⟨v_j|v_i⟩* = ⟨v_i|v_j⟩, and c† S c = ⟨A c|A c⟩ is real and non-negative, so S is positive semidefinite. The null vectors of S are exactly the linear relations among the v_i: `row` is (S c)_i = ⟨v_i|A c⟩, which vanishes if A c = 0, while S c = 0 gives ⟨A c|A c⟩ = c† S c = 0.

```lean
/-- The overlap matrix of any finite family is positive semidefinite. -/
theorem overlap_posSemidef [Fintype ι] (v : ι → E) : (overlap v).PosSemidef := by
  have hH : (overlap v).IsHermitian :=
    Matrix.IsHermitian.ext fun i j => inner_conj_symm (v i) (v j)
  refine Matrix.posSemidef_iff_dotProduct_mulVec.mpr ⟨hH, fun c => ?_⟩
  -- the quadratic form is the inner product of the combination with itself
  rw [← inner_lcao]
  exact Complex.nonneg_iff.mpr
    ⟨inner_self_nonneg (𝕜 := ℂ), (inner_self_im (𝕜 := ℂ) _).symm⟩

/-- A combination `∑ i, c i • v i` vanishes exactly when `S c = 0`. -/
theorem lcao_eq_zero_iff [Fintype ι] (v : ι → E) (c : ι → ℂ) :
    lcao v c = 0 ↔ overlap v *ᵥ c = 0 := by
  have row : ∀ i, (overlap v *ᵥ c) i = inner ℂ (v i) (lcao v c) := by
    intro i
    show ∑ j, inner ℂ (v i) (v j) * c j = inner ℂ (v i) (∑ j, c j • v j)
    rw [inner_sum]
    refine Finset.sum_congr rfl fun j _ => ?_
    rw [inner_smul_right]
    ring
  constructor
  · intro h
    funext i
    rw [row i, h]
    simp
  · intro h
    have h1 := inner_lcao v c c
    rw [h, dotProduct_zero] at h1
    exact inner_self_eq_zero.mp h1
```

`range_lcao` proves two inclusions: each A c lies in the span, and the range of A is a subspace containing every v_i = A e_i.

```lean
/-- The combinations `∑ i, c i • v i` form exactly the span of the family. -/
theorem range_lcao [Fintype ι] (v : ι → E) : LinearMap.range (lcao v) = orbitalSpan v := by
  classical
  apply le_antisymm
  · rintro _ ⟨c, rfl⟩
    show ∑ i, c i • v i ∈ Submodule.span ℂ (Set.range v)
    exact Submodule.sum_mem _ fun i _ =>
      Submodule.smul_mem _ _ (Submodule.subset_span ⟨i, rfl⟩)
  · refine Submodule.span_le.mpr ?_
    rintro _ ⟨i, rfl⟩
    exact ⟨Pi.single i 1, lcao_single v i⟩
```

The construction of U is done for arbitrary linear maps `A` and `B` on a complex vector space `M` of coefficients; here `S` and `T` name the two ranges. The type `≃ₗᵢ[ℂ]` is a bijective, complex-linear, norm-preserving map. The check of well-definedness becomes `hker`: equal norms force ker A = ker B. The map `e` is the composite

range A ≅ M / ker A = M / ker B ≅ range B,

which sends A c to the class of c and that class to B c, as `he` states. The later `hn` is the computation ‖U(A c)‖ = ‖B c‖ = ‖A c‖.

```lean
/-- If two linear maps `A`, `B` on one coefficient space satisfy `‖A c‖ = ‖B c‖` for all `c`,
there is a linear isometry from the range of `A` onto the range of `B` sending `A c` to `B c`. -/
theorem exists_isometry_of_norm_eq {M : Type*} [AddCommGroup M] [Module ℂ M]
    (A : M →ₗ[ℂ] E) (B : M →ₗ[ℂ] F) (S : Submodule ℂ E) (T : Submodule ℂ F)
    (hS : LinearMap.range A = S) (hT : LinearMap.range B = T)
    (h : ∀ c, ‖A c‖ = ‖B c‖) :
    ∃ U : S ≃ₗᵢ[ℂ] T, ∀ (x : S) (c : M), (x : E) = A c → ((U x : T) : F) = B c := by
  subst hS hT
  -- equal norms give the same linear relations
  have hker : LinearMap.ker A = LinearMap.ker B := by
    ext c
    simp only [LinearMap.mem_ker]
    have hn := h c
    constructor
    · intro hc
      rw [hc, norm_zero] at hn
      exact norm_eq_zero.mp hn.symm
    · intro hc
      rw [hc, norm_zero] at hn
      exact norm_eq_zero.mp hn
  -- pass through the coefficient space modulo the common kernel
  let e : LinearMap.range A ≃ₗ[ℂ] LinearMap.range B :=
    A.quotKerEquivRange.symm.trans
      ((Submodule.quotEquivOfEq _ _ hker).trans B.quotKerEquivRange)
  have he : ∀ c, ((e ⟨A c, LinearMap.mem_range_self A c⟩ : LinearMap.range B) : F) = B c := by
    intro c
    have h1 : A.quotKerEquivRange.symm ⟨A c, LinearMap.mem_range_self A c⟩
        = Submodule.Quotient.mk c := by
      rw [LinearEquiv.symm_apply_eq]
      apply Subtype.ext
      exact (LinearMap.quotKerEquivRange_apply_mk A c).symm
    show ((B.quotKerEquivRange (Submodule.quotEquivOfEq _ _ hker
      (A.quotKerEquivRange.symm ⟨A c, LinearMap.mem_range_self A c⟩)) :
        LinearMap.range B) : F) = B c
    rw [h1]
    rw [Submodule.quotEquivOfEq_mk]
    exact LinearMap.quotKerEquivRange_apply_mk B c
  have hn : ∀ x, ‖e x‖ = ‖x‖ := by
    rintro ⟨x, c, rfl⟩
    show ‖((e ⟨A c, LinearMap.mem_range_self A c⟩ : LinearMap.range B) : F)‖ = ‖A c‖
    rw [he c, h c]
  refine ⟨⟨e, hn⟩, fun x c hx => ?_⟩
  have hx' : x = ⟨A c, LinearMap.mem_range_self A c⟩ := Subtype.ext hx
  rw [hx']
  exact he c
```

The existence theorem has a single hypothesis on the vectors, `overlap v = overlap w`; linear independence is absent. `hnorm` passes from equal inner products (`hi`) to equal squared norms (`h2`) to equal norms, and the last line evaluates U at c = e_i.

```lean
/-- Two finite families with the same overlap matrix are related by a linear isometry from
the span of `v` onto the span of `w` sending each `v i` to `w i`. -/
theorem exists_isometry_of_overlap_eq [Fintype ι] (v : ι → E) (w : ι → F)
    (h : overlap v = overlap w) :
    ∃ U : orbitalSpan v ≃ₗᵢ[ℂ] orbitalSpan w, ∀ i, U (inSpan v i) = inSpan w i := by
  classical
  -- both squared norms equal `c† S c`
  have hnorm : ∀ c, ‖lcao v c‖ = ‖lcao w c‖ := by
    intro c
    have hi : inner ℂ (lcao v c) (lcao v c) = inner ℂ (lcao w c) (lcao w c) := by
      rw [inner_lcao v, inner_lcao w, h]
    have h2 : ‖lcao v c‖ ^ 2 = ‖lcao w c‖ ^ 2 := by
      rw [← inner_self_eq_norm_sq (𝕜 := ℂ) (lcao v c),
        ← inner_self_eq_norm_sq (𝕜 := ℂ) (lcao w c), hi]
    exact (sq_eq_sq₀ (norm_nonneg _) (norm_nonneg _)).mp h2
  obtain ⟨U, hU⟩ := exists_isometry_of_norm_eq (lcao v) (lcao w) _ _
    (range_lcao v) (range_lcao w) hnorm
  refine ⟨U, fun i => Subtype.ext ?_⟩
  exact (hU (inSpan v i) (Pi.single i 1) (lcao_single v i).symm).trans (lcao_single w i)
```

The converse and the uniqueness statement hold for any index type. The converse needs only `→ₗᵢ[ℂ]`, an isometry that need not be onto, and `inner_map_map` is the preservation of inner products. Uniqueness replaces the explicit sum by induction over the span: U and U′ agree on each v_i and on 0, and agreement passes to sums and scalar multiples.

```lean
/-- If a linear isometry from the span of `v` into the span of `w` sends each `v i` to `w i`,
the two overlap matrices are equal. -/
theorem overlap_eq_of_isometry {v : ι → E} {w : ι → F}
    (U : orbitalSpan v →ₗᵢ[ℂ] orbitalSpan w) (hU : ∀ i, U (inSpan v i) = inSpan w i) :
    overlap v = overlap w := by
  ext i j
  show inner ℂ (v i) (v j) = inner ℂ (w i) (w j)
  have h1 := U.inner_map_map (inSpan v i) (inSpan v j)
  rw [hU i, hU j] at h1
  exact h1.symm

/-- Two linear isometries from the span of `v` onto the span of `w` that both send each `v i`
to `w i` are equal. -/
theorem isometry_unique {v : ι → E} {w : ι → F}
    (U U' : orbitalSpan v ≃ₗᵢ[ℂ] orbitalSpan w)
    (hU : ∀ i, U (inSpan v i) = inSpan w i) (hU' : ∀ i, U' (inSpan v i) = inSpan w i) :
    U = U' := by
  have key : ∀ (x : E) (hx : x ∈ Submodule.span ℂ (Set.range v)),
      U ⟨x, hx⟩ = U' ⟨x, hx⟩ := by
    intro x hx
    induction hx using Submodule.span_induction with
    | mem x hx =>
      obtain ⟨i, rfl⟩ := hx
      exact (hU i).trans (hU' i).symm
    | zero => exact (map_zero U).trans (map_zero U').symm
    | add x y hx hy ihx ihy =>
      have h1 := map_add U ⟨x, hx⟩ ⟨y, hy⟩
      have h2 := map_add U' ⟨x, hx⟩ ⟨y, hy⟩
      exact h1.trans ((congrArg₂ (fun a b : orbitalSpan w => a + b) ihx ihy).trans h2.symm)
    | smul a x hx ih =>
      have h1 := map_smul U a ⟨x, hx⟩
      have h2 := map_smul U' a ⟨x, hx⟩
      exact h1.trans ((congrArg (fun z : orbitalSpan w => a • z) ih).trans h2.symm)
  exact LinearIsometryEquiv.ext fun x => key x.1 x.2
```

The main theorem joins the three results, with `∃!` read as "there is exactly one".

```lean
/-- Two finite families have the same overlap matrix if and only if exactly one linear isometry
from the span of `v` onto the span of `w` sends each `v i` to `w i`. -/
theorem overlap_eq_iff_existsUnique_isometry [Fintype ι] (v : ι → E) (w : ι → F) :
    overlap v = overlap w ↔
      ∃! U : orbitalSpan v ≃ₗᵢ[ℂ] orbitalSpan w, ∀ i, U (inSpan v i) = inSpan w i := by
  constructor
  · intro h
    obtain ⟨U, hU⟩ := exists_isometry_of_overlap_eq v w h
    exact ⟨U, hU, fun U' hU' => isometry_unique U' U hU' hU⟩
  · rintro ⟨U, hU, -⟩
    exact overlap_eq_of_isometry U.toLinearIsometry hU
```

For the unitary, both families lie in `E` and `[FiniteDimensional ℂ E]` is assumed. `L` is U followed by the inclusion of span(w) in `E`. Mathlib's `L.extend` supplies the extension over the orthogonal complement, and `toLinearIsometryEquiv rfl` makes it a bijection, since an isometry of a finite-dimensional space into itself is onto. Only existence is stated.

```lean
/-- Two finite families in one finite-dimensional space with the same overlap matrix are related
by a unitary operator on the whole space sending each `v i` to `w i`. -/
theorem exists_unitary_of_overlap_eq [Fintype ι] [FiniteDimensional ℂ E] (v w : ι → E)
    (h : overlap v = overlap w) :
    ∃ W : E ≃ₗᵢ[ℂ] E, ∀ i, W (v i) = w i := by
  obtain ⟨U, hU⟩ := exists_isometry_of_overlap_eq v w h
  -- extend the isometry from the span to the whole space
  let L : orbitalSpan v →ₗᵢ[ℂ] E := (orbitalSpan w).subtypeₗᵢ.comp U.toLinearIsometry
  refine ⟨L.extend.toLinearIsometryEquiv rfl, fun i => ?_⟩
  have h1 := L.extend_apply (inSpan v i)
  have h2 : L (inSpan v i) = w i := congrArg Subtype.val (hU i)
  rw [LinearIsometry.toLinearIsometryEquiv_apply]
  exact h1.trans h2
```

Three observations are argued by hand only and have no Lean counterpart. W is generally not unique: for v = w = (1, 0) in ℂ², every diag(1, z) with |z| = 1 serves. Finite dimension of `E` could be dropped, by extending U within span(v) + span(w) and taking the identity on its orthogonal complement. Equality of the diagonal of S alone is not enough: for orthonormal a and b, the families (a, b) and (a, a) are both normalised, yet a map sending a to a and b to a annihilates a − b.

The example takes three vectors in ℂ² and three in ℂ³. Computed by hand, with indices from 0, both have

S = [ 1, 0, 1 ; 0, 25, 25i ; 1, −25i, 26 ],

and both obey the relation x_2 = x_0 + i x_1, so S c = 0 for c = (1, i, −1).

```lean
/-- Three vectors `(1, 0)`, `(0, 5)`, `(1, 5i)` in `ℂ²`. -/
def vEx : Fin 3 → EuclideanSpace ℂ (Fin 2) :=
  ![!₂[1, 0], !₂[0, 5], !₂[1, 5 * Complex.I]]

/-- Three vectors `(0, 0, 1)`, `(3, 4, 0)`, `(3i, 4i, 1)` in `ℂ³`. -/
def wEx : Fin 3 → EuclideanSpace ℂ (Fin 3) :=
  ![!₂[0, 0, 1], !₂[3, 4, 0], !₂[3 * Complex.I, 4 * Complex.I, 1]]
```

`overlap_eq_witness` states that the two matrices are equal, that `vEx` is linearly dependent, and that S_02 = 1, so the family is not orthogonal. Equality is checked over the nine entries, and dependence follows from counting three vectors against two dimensions.

```lean
/-- The families `vEx` in `ℂ²` and `wEx` in `ℂ³` have the same overlap matrix, `vEx` is linearly
dependent, and its first and last vectors have overlap one. -/
theorem overlap_eq_witness :
    overlap vEx = overlap wEx ∧ ¬ LinearIndependent ℂ vEx ∧ overlap vEx 0 2 = 1 := by
  refine ⟨?_, ?_, ?_⟩
  · ext i j
    simp only [overlap, Matrix.of_apply, PiLp.inner_apply, RCLike.inner_apply]
    fin_cases i <;> fin_cases j <;>
      simp [vEx, wEx, Fin.sum_univ_two, Fin.sum_univ_three, Complex.ext_iff] <;> norm_num
  · -- three vectors cannot be independent in two dimensions
    intro h
    have h1 := h.fintype_card_le_finrank
    simp at h1
  · simp only [overlap, Matrix.of_apply, PiLp.inner_apply, RCLike.inner_apply]
    simp [vEx, Fin.sum_univ_two]

end

end OverlapIsometry
```

```lean
#print axioms OverlapIsometry.lcao_eq_zero_iff
#print axioms OverlapIsometry.overlap_eq_of_isometry
#print axioms OverlapIsometry.overlap_eq_iff_existsUnique_isometry
#print axioms OverlapIsometry.exists_unitary_of_overlap_eq
```

```
'OverlapIsometry.lcao_eq_zero_iff' depends on axioms: [propext, Classical.choice, Quot.sound]
'OverlapIsometry.overlap_eq_of_isometry' depends on axioms: [propext, Classical.choice, Quot.sound]
'OverlapIsometry.overlap_eq_iff_existsUnique_isometry' depends on axioms: [propext, Classical.choice, Quot.sound]
'OverlapIsometry.exists_unitary_of_overlap_eq' depends on axioms: [propext, Classical.choice, Quot.sound]
```
